# Pointwise bound on the Dirac current: |j| ≤ ρ in units with c = 1

An electron described by the Dirac equation has a probability density ρ and a probability current at every point. Where ρ is nonzero, the ratio of current to density is a local velocity. If it could exceed the speed of light, probability would be transported faster than light. The algebra of the Dirac alpha matrices excludes this for every spinor, whether or not it solves the Dirac equation.

## The current is no longer than the density

Let α_k, with k in a finite index set, be Hermitian n×n complex matrices that square to one and anticommute pairwise. For a spinor ψ in ℂⁿ define

ρ = ψ†ψ,  j_k = ψ†α_kψ.

Each j_k is real, and with |j|² = Σ_k j_k²,

|j|² ≤ ρ².

Equality holds exactly when (Σ_k j_k α_k)ψ = ρψ. In ordinary units the physical current density is c j.

## Tracer velocities and face fluxes

Consider a time-dependent one-particle Dirac code that stores four complex numbers at each point of a three-dimensional grid, an upper pair φ and a lower pair χ. In the Dirac representation, with Pauli matrices σ_k, it obtains

ρ = φ†φ + χ†χ,  j_k = 2 Re(φ†σ_kχ).

A simple way to move a tracer along the current is an Euler step, which evaluates v = c j/ρ where ρ > 0 and advances the position by v Δt. The bound limits this displacement to c Δt. For φ = (0.8, 0) and χ = (0.6, 0), the density is 1, the current is 0.96 along z, and the tracer moves at 0.96c.

The flux through a cell face of area A with unit normal a is c A (a·j) when j is taken as constant on the face. Its magnitude is at most c A ρ. In four-component electronic structure, the same bound applies to the current density of each single orbital.

## An exact expression for ρ² − |j|²

Hermiticity makes the current real:

(ψ†α_kψ)* = ψ†α_k†ψ = ψ†α_kψ.

For a real vector a, write a·α = Σ_k a_k α_k. Symmetrising the double sum gives

(a·α)² = ½ Σ_k Σ_l a_k a_l (α_kα_l + α_lα_k) = |a|² 1,

because the terms with k ≠ l vanish and each diagonal bracket is 2.

Now take a = j and set S = j·α. This matrix is Hermitian, and

ψ†Sψ = Σ_k j_k j_k = |j|²,  ψ†S²ψ = |j|²ρ.

Expanding a squared norm then gives

‖(ρ − S)ψ‖² = ρ²ψ†ψ − 2ρ ψ†Sψ + ψ†S²ψ
= ρ³ − 2ρ|j|² + ρ|j|²
= ρ(ρ² − |j|²).

The left side is nonnegative. If ρ > 0, division by ρ gives the bound. If ρ = 0, then ψ = 0 and j = 0.

If |j|² = ρ², the squared norm vanishes, so Sψ = ρψ. Conversely, Sψ = ρψ makes the right side zero, so either |j|² = ρ² or ρ = 0, and in the second case both sides of the equality are zero.

For any real a, the Cauchy–Schwarz inequality adds

(a·j)² ≤ |a|²|j|² ≤ |a|²ρ².

## Lean source for the current bound

```lean
import Mathlib

open Matrix

namespace DiracCurrentCausality

noncomputable section

variable {ι n : Type*} [Fintype ι] [Fintype n] [DecidableEq n]

/-- A family of alpha matrices: Hermitian, squaring to one, and pairwise anticommuting. -/
structure IsAlphaFamily (α : ι → Matrix n n ℂ) : Prop where
  herm : ∀ k, (α k).IsHermitian
  sq : ∀ k, α k * α k = 1
  anti : ∀ k l, k ≠ l → α k * α l + α l * α k = 0

/-- The probability density `ρ = ψ†ψ`, written as the sum of the squared moduli. -/
def density (ψ : n → ℂ) : ℝ := ∑ i, ‖ψ i‖ ^ 2

/-- The component `j_k` of the probability current: the real part of `ψ† α_k ψ`. -/
def current (α : ι → Matrix n n ℂ) (ψ : n → ℂ) (k : ι) : ℝ :=
  (star ψ ⬝ᵥ (α k *ᵥ ψ)).re

/-- The matrix `a·α = ∑ a_k α_k` for a real vector `a`. -/
def slash (α : ι → Matrix n n ℂ) (a : ι → ℝ) : Matrix n n ℂ :=
  ∑ k, (a k : ℂ) • α k

omit [DecidableEq n] in
/-- The density is the inner product `ψ†ψ`. -/
theorem density_eq (ψ : n → ℂ) : (density ψ : ℂ) = star ψ ⬝ᵥ ψ := by
  simp only [density, dotProduct, Complex.ofReal_sum, Complex.ofReal_pow, Pi.star_apply]
  exact Finset.sum_congr rfl fun i _ => (Complex.conj_mul' (ψ i)).symm

omit [DecidableEq n] in
/-- The density vanishes only for the zero spinor. -/
theorem density_eq_zero (ψ : n → ℂ) : density ψ = 0 ↔ ψ = 0 := by
  constructor
  · intro h
    funext i
    have hi := (Finset.sum_eq_zero_iff_of_nonneg
      (fun i _ => sq_nonneg ‖ψ i‖)).mp h i (Finset.mem_univ i)
    simpa using hi
  · rintro rfl
    simp [density]

omit [Fintype ι] in
/-- For alpha matrices, `ψ† α_k ψ` is real and equals the current `j_k`. -/
theorem current_real {α : ι → Matrix n n ℂ} (h : IsAlphaFamily α) (ψ : n → ℂ) (k : ι) :
    star ψ ⬝ᵥ (α k *ᵥ ψ) = (current α ψ k : ℂ) := by
  have hs : star ψ ⬝ᵥ (α k *ᵥ ψ) = star (star ψ ⬝ᵥ (α k *ᵥ ψ)) := by
    conv_lhs => rw [Matrix.star_dotProduct, Matrix.star_mulVec, (h.herm k).eq,
      ← Matrix.dotProduct_mulVec]
  exact (Complex.conj_eq_iff_re.mp hs.symm).symm

/-- For alpha matrices and a real vector `a`, the square of `a·α` is `|a|²` times the identity. -/
theorem slash_sq {α : ι → Matrix n n ℂ} (h : IsAlphaFamily α) (a : ι → ℝ) :
    slash α a * slash α a = ((∑ k, a k ^ 2 : ℝ) : ℂ) • (1 : Matrix n n ℂ) := by
  have h1 : slash α a * slash α a
      = ∑ k, ∑ l, ((a k : ℂ) * (a l : ℂ)) • (α k * α l) := by
    rw [slash, Finset.sum_mul_sum]
    refine Finset.sum_congr rfl fun k _ => Finset.sum_congr rfl fun l _ => ?_
    rw [smul_mul_smul_comm]
  have h2 : slash α a * slash α a
      = ∑ k, ∑ l, ((a k : ℂ) * (a l : ℂ)) • (α l * α k) := by
    rw [h1, Finset.sum_comm]
    refine Finset.sum_congr rfl fun k _ => Finset.sum_congr rfl fun l _ => ?_
    rw [mul_comm (a l : ℂ) (a k : ℂ)]
  -- in the symmetrised double sum only the diagonal terms survive
  have h3 : slash α a * slash α a + slash α a * slash α a
      = ∑ k, (2 * (a k : ℂ) ^ 2) • (1 : Matrix n n ℂ) := by
    refine (congrArg₂ (· + ·) h1 h2).trans ?_

    rw [← Finset.sum_add_distrib]
    refine Finset.sum_congr rfl fun k _ => ?_
    rw [← Finset.sum_add_distrib, Finset.sum_eq_single k]
    · rw [h.sq k]
      module
    · intro l _ hl
      rw [← smul_add, h.anti k l hl.symm, smul_zero]
    · simp
  rw [← Finset.sum_smul, ← Finset.mul_sum] at h3
  push_cast
  linear_combination (norm := module) (1 / 2 : ℂ) • h3

/-- For alpha matrices and a real vector `a`, the expectation value of `a·α` is `a·j`. -/
theorem expectation_slash {α : ι → Matrix n n ℂ} (h : IsAlphaFamily α) (ψ : n → ℂ)
    (a : ι → ℝ) :
    star ψ ⬝ᵥ (slash α a *ᵥ ψ) = ((∑ k, a k * current α ψ k : ℝ) : ℂ) := by
  let F : Matrix n n ℂ →+ ℂ :=
    { toFun := fun M => star ψ ⬝ᵥ (M *ᵥ ψ)
      map_zero' := by simp
      map_add' := fun A B => by rw [Matrix.add_mulVec, dotProduct_add] }
  push_cast
  refine (map_sum F (fun k => (a k : ℂ) • α k) Finset.univ).trans
    (Finset.sum_congr rfl fun k _ => ?_)
  change star ψ ⬝ᵥ (((a k : ℂ) • α k) *ᵥ ψ) = _
  rw [Matrix.smul_mulVec, dotProduct_smul, smul_eq_mul, current_real h]

/-- For alpha matrices, the squared norm of `(ρ - j·α)ψ` is `ρ (ρ² - |j|²)`. -/
theorem density_defect {α : ι → Matrix n n ℂ} (h : IsAlphaFamily α) (ψ : n → ℂ) :
    density ((density ψ : ℂ) • ψ - slash α (current α ψ) *ᵥ ψ)
      = density ψ * (density ψ ^ 2 - ∑ k, current α ψ k ^ 2) := by
  have hS : (slash α (current α ψ))ᴴ = slash α (current α ψ) := by
    rw [slash, Matrix.conjTranspose_sum]
    refine Finset.sum_congr rfl fun k _ => ?_
    rw [Matrix.conjTranspose_smul, (h.herm k).eq]
    simp
  have e0 : star ψ ⬝ᵥ ψ = (density ψ : ℂ) := (density_eq ψ).symm
  have e1 : star ψ ⬝ᵥ (slash α (current α ψ) *ᵥ ψ)
      = ((∑ k, current α ψ k ^ 2 : ℝ) : ℂ) := by
    rw [expectation_slash h]
    simp only [sq]
  have e2 : star (slash α (current α ψ) *ᵥ ψ) ⬝ᵥ ψ
      = ((∑ k, current α ψ k ^ 2 : ℝ) : ℂ) := by
    rw [Matrix.star_mulVec, hS, ← Matrix.dotProduct_mulVec, e1]
  have e3 : star (slash α (current α ψ) *ᵥ ψ) ⬝ᵥ (slash α (current α ψ) *ᵥ ψ)
      = ((∑ k, current α ψ k ^ 2 : ℝ) : ℂ) * (density ψ : ℂ) := by
    rw [Matrix.star_mulVec, hS, ← Matrix.dotProduct_mulVec, Matrix.mulVec_mulVec,
      slash_sq h, Matrix.smul_mulVec, Matrix.one_mulVec, dotProduct_smul, e0, smul_eq_mul]
  -- expand the square and insert the four inner products
  apply Complex.ofReal_injective
  rw [density_eq]
  simp only [star_sub, star_smul, sub_dotProduct, dotProduct_sub, smul_dotProduct,
    dotProduct_smul, smul_eq_mul, Complex.star_def, Complex.conj_ofReal, e0, e1, e2, e3]
  push_cast
  ring

/-- The Dirac probability current is causal: for alpha matrices and any spinor,
`∑ j_k² ≤ ρ²`. -/
theorem current_causal {α : ι → Matrix n n ℂ} (h : IsAlphaFamily α) (ψ : n → ℂ) :
    ∑ k, current α ψ k ^ 2 ≤ density ψ ^ 2 := by
  have nonneg : ∀ φ : n → ℂ, 0 ≤ density φ := fun φ =>
    Finset.sum_nonneg fun i _ => sq_nonneg ‖φ i‖
  rcases (nonneg ψ).eq_or_lt with h0 | h0
  · rw [(density_eq_zero ψ).mp h0.symm]
    simp [current, density]
  · have hd := nonneg ((density ψ : ℂ) • ψ - slash α (current α ψ) *ᵥ ψ)
    rw [density_defect h ψ] at hd
    linarith [(mul_nonneg_iff_of_pos_left h0).mp hd]

/-- For alpha matrices, the current is lightlike, `∑ j_k² = ρ²`, exactly when
`(j·α)ψ = ρψ`. -/
theorem current_lightlike_iff {α : ι → Matrix n n ℂ} (h : IsAlphaFamily α) (ψ : n → ℂ) :
    ∑ k, current α ψ k ^ 2 = density ψ ^ 2 ↔
      slash α (current α ψ) *ᵥ ψ = (density ψ : ℂ) • ψ := by
  have hd := density_defect h ψ
  constructor
  · intro he
    rw [he, sub_self, mul_zero] at hd
    exact (sub_eq_zero.mp ((density_eq_zero _).mp hd)).symm
  · intro he
    rw [he, sub_self, (density_eq_zero (0 : n → ℂ)).mpr rfl] at hd
    rcases mul_eq_zero.mp hd.symm with h0 | h0
    · rw [(density_eq_zero ψ).mp h0]
      simp [current, density]
    · linarith

/-- For alpha matrices, the current along any real vector `a` obeys `(a·j)² ≤ |a|² ρ²`. -/
theorem flux_bound {α : ι → Matrix n n ℂ} (h : IsAlphaFamily α) (ψ : n → ℂ) (a : ι → ℝ) :
    (∑ k, a k * current α ψ k) ^ 2 ≤ (∑ k, a k ^ 2) * density ψ ^ 2 :=
  (Finset.sum_mul_sq_le_sq_mul_sq Finset.univ a (current α ψ)).trans
    (mul_le_mul_of_nonneg_left (current_causal h ψ)
      (Finset.sum_nonneg fun k _ => sq_nonneg (a k)))

/-- The three Pauli matrices. -/
def pauli : Fin 3 → Matrix (Fin 2) (Fin 2) ℂ :=
  ![!![0, 1; 1, 0], !![0, -Complex.I; Complex.I, 0], !![1, 0; 0, -1]]

/-- The three 4×4 alpha matrices in the Dirac representation, with the Pauli matrices as
off-diagonal blocks. -/
def diracAlpha (k : Fin 3) : Matrix (Fin 2 ⊕ Fin 2) (Fin 2 ⊕ Fin 2) ℂ :=
  Matrix.fromBlocks 0 (pauli k) (pauli k) 0

/-- The Dirac matrices are Hermitian, square to one and anticommute pairwise. -/
theorem diracAlpha_witness : IsAlphaFamily diracAlpha where
  herm k := by
    have hp : (pauli k)ᴴ = pauli k := by
      ext i j
      fin_cases k <;> fin_cases i <;> fin_cases j <;> simp [pauli]
    change (diracAlpha k)ᴴ = diracAlpha k
    simp [diracAlpha, Matrix.fromBlocks_conjTranspose, hp]
  sq k := by
    have hp : pauli k * pauli k = 1 := by
      ext i j
      fin_cases k <;> fin_cases i <;> fin_cases j <;>
        simp [pauli, Matrix.mul_apply, Fin.sum_univ_two]
    simp [diracAlpha, Matrix.fromBlocks_multiply, hp]
  anti k l hkl := by
    have hp : pauli k * pauli l + pauli l * pauli k = 0 := by
      fin_cases k <;> fin_cases l <;> first
        | exact (hkl rfl).elim
        | (ext i j
           fin_cases i <;> fin_cases j <;>
             simp [pauli])
    simp [diracAlpha, Matrix.fromBlocks_multiply, Matrix.fromBlocks_add, hp]

/-- The bound is sharp: with the Dirac matrices, the spinor `(1, 0, 1, 0)` has density 2 and
`∑ j_k² = ρ²`. -/
theorem diracAlpha_saturates :
    density (Sum.elim ![1, 0] ![1, 0] : Fin 2 ⊕ Fin 2 → ℂ) = 2 ∧
      ∑ k, current diracAlpha (Sum.elim ![1, 0] ![1, 0]) k ^ 2
        = density (Sum.elim ![1, 0] ![1, 0] : Fin 2 ⊕ Fin 2 → ℂ) ^ 2 := by
  have hρ : density (Sum.elim ![1, 0] ![1, 0] : Fin 2 ⊕ Fin 2 → ℂ) = 2 := by
    simp [density, Fintype.sum_sum_type, Fin.sum_univ_two, one_add_one_eq_two]
  refine ⟨hρ, ?_⟩
  rw [hρ]
  simp [Fin.sum_univ_three, current, diracAlpha, pauli, Matrix.mulVec, dotProduct,
    Fintype.sum_sum_type, Fin.sum_univ_two, one_add_one_eq_two]

end

end DiracCurrentCausality
```

```lean
#print axioms DiracCurrentCausality.current_lightlike_iff
#print axioms DiracCurrentCausality.flux_bound
#print axioms DiracCurrentCausality.diracAlpha_saturates
```

```
'DiracCurrentCausality.current_lightlike_iff' depends on axioms: [propext, Classical.choice, Quot.sound]
'DiracCurrentCausality.flux_bound' depends on axioms: [propext, Classical.choice, Quot.sound]
'DiracCurrentCausality.diracAlpha_saturates' depends on axioms: [propext, Classical.choice, Quot.sound]
```

## From the Lean theorems to a moving electron

**Statements.** A spinor is a function `ψ : n → ℂ` on a finite index type, and `ι` labels the spatial directions. `IsAlphaFamily α` collects the three algebraic conditions on the α_k. They make the momentum term c α·p of the free Dirac Hamiltonian Hermitian, with square c²|p|². The mass term brings in a further matrix β with its own conditions, which the bound does not use. `density` is Σ_i |ψ_i|², and it also serves as the squared norm of any other vector. `current` is defined as a real part; `current_real` shows that no imaginary part is lost. The name `slash` differs from textbook use: it means a·α with spatial components only, not the Feynman slash built from gamma matrices.

`current_causal` is the bound, `current_lightlike_iff` the equality condition, and `flux_bound` the bound along a direction. Spinors need not be normalised. `diracAlpha_witness` shows that the usual 4×4 matrices satisfy the hypotheses, with k = 0, 1, 2 for x, y, z. `diracAlpha_saturates` shows that (1, 0, 1, 0), of density 2, attains the bound. After normalisation, its density is 1 and its current is (0, 0, 1).

**Proof.** In `slash_sq`, `h1` and `h2` expand the same square with the two matrix orders, and `h3` adds them so that only diagonal terms survive; halving gives the result. `expectation_slash` takes the expectation value through the sum, giving a·j. In `density_defect`, `hS` is the Hermiticity of S, `e0` to `e3` are the four inner products in the expanded norm, and `ring` combines them. `current_causal` splits on whether ρ is zero, as in the derivation, and `current_lightlike_iff` uses the fact that only the zero vector has zero density. For the Dirac matrices, the relations are checked on the Pauli entries and carried over by block multiplication.

**Reach.** The theorems concern one spinor at one point and contain neither space nor time. What turns c j into a flow of probability is the continuity equation

∂ρ/∂t + c ∇·j = 0,

which follows from the Dirac equation for an electron in an external electromagnetic field and is not derived here. A discretised propagation scheme may conserve probability with a different numerical flux, to which the bound need not apply. The scalars are real and complex numbers, so in floating point a current that attains the bound may come out slightly longer than ρ through rounding.

Anticommutation does real work in the bound: if two of the matrices were both the identity, they would still be Hermitian and square to one, but |j|² would be at least 2ρ².
